# The Hessian annihilates the tangent of a differentiable curve of equilibria

Take two coordinates $x_0, x_1$ and the potential $V(x_0,x_1) = (x_1 - x_0^2)^2$, a valley whose floor bends along a parabola. Its gradient $g$ and Hessian $H$ are

$$g = \begin{pmatrix} -4x_0(x_1-x_0^2) \\ 2(x_1-x_0^2)\end{pmatrix}, \qquad H = \begin{pmatrix} 8x_0^2 - 4(x_1-x_0^2) & -4x_0 \\ -4x_0 & 2\end{pmatrix}.$$

Every point $c(t) = (t, t^2)$ has $g = 0$ and $V = 0$. At $t = 1$ the point is $(1,1)$, the tangent is $c'(1) = (1,2)$, and

$$H\,c' = \begin{pmatrix} 8 & -4 \\ -4 & 2\end{pmatrix}\begin{pmatrix}1\\2\end{pmatrix} = \begin{pmatrix}0\\0\end{pmatrix}.$$

The eigenvalues are $0$ and $10$, with unit eigenvectors $(1,2)/\sqrt5 \approx (0.447, 0.894)$ along the floor and $(-2,1)/\sqrt5$ across it. The force is zero at $c(1)$ and at all its neighbours on the curve, so it does not change to first order in a step along the curve, and that first-order change is $-Hc'$. The energy is constant on the curve and not on the tangent line: $V(1+\varepsilon, 1+2\varepsilon) = \varepsilon^4$, which is $10^{-4}$ at $\varepsilon = 0.1$.

## $H(c(t))\,c'(t) = 0$, and a version without tangents

Let $V$ be a real function of finitely many coordinates $x_i$, with $g_i = \partial_i V$ and $H_{ij} = \partial_j \partial_i V$. Let $c$ be differentiable on an open interval $(a,b)$, let $V$ be twice continuously differentiable ($C^2$) at each $c(t)$, and let $g(c(t)) = 0$ for all $t$ in the interval. Then for all $s,t \in (a,b)$

$$V(c(s)) = V(c(t)), \qquad H(c(t))\,c'(t) = 0, \qquad c'(t) \neq 0 \;\Rightarrow\; \det H(c(t)) = 0 .$$

The tangent is a zero mode only where it is nonzero, since $H \cdot 0 = 0$ says nothing. A second result needs no tangent. If $V$ is $C^2$ at $c(t)$, and $c$ is continuous at $t$, stationary for all parameters near $t$, and not constant near $t$, then $H(c(t))\,v = 0$ for some $v \neq 0$. The reparametrised floor $c(t) = (t^3, t^6)$ has $c'(0) = 0$, and this second result still gives a null vector at the origin, where $H = \mathrm{diag}(0,2)$.

The $C^2$ condition stands for a smooth energy surface near the geometries on the curve. It can fail at a conical intersection of Born–Oppenheimer surfaces, or at a cutoff radius where a force field is truncated without sufficient smoothing. The condition $g = 0$ means that all forces vanish exactly, at a minimum, a saddle or a maximum alike.

## Frequency analysis and Newton steps

For classical nuclei on a single smooth surface with finitely many coordinates, the squared harmonic angular frequencies at a stationary geometry are the eigenvalues of the Hessian in mass-weighted Cartesian coordinates $q_i = \sqrt{m_i}\,x_i$, with $m_i$ the mass attached to coordinate $i$. Since $V$ is arbitrary, the result applies in those coordinates as it stands. If the energy of an isolated molecule is invariant under rigid motions, translating or rotating a stationary geometry traces a curve of stationary points, and the tangents of these curves are the directions that a frequency routine expects at zero and may project out. Rotation of a linear molecule about its own axis moves no atom, so $c' = 0$ and no mode arises. A Newton step solves $H\,\Delta x = -g$ for the displacement $\Delta x$, and on a moving family of equilibria this matrix is singular.

A real optimisation stops at a small nonzero gradient. Shift the valley point to $(1, 1+\delta)$ with $\delta = 0.01$. Then $g = (-0.04, 0.02)$ and

$$H = \begin{pmatrix} 7.96 & -4 \\ -4 & 2\end{pmatrix}, \qquad H\begin{pmatrix}1\\2\end{pmatrix} = \begin{pmatrix}-0.04\\0\end{pmatrix}, \qquad \det H = -0.08 .$$

The eigenvalues are $9.968$ and $-0.0080$, so with unit masses the soft mode shows up as a small imaginary frequency. The product of $H$ with $(1,2)$ is the rate of change of the gradient at $t = 1$ along the shifted curve $(t, t^2+\delta)$, where $g = (-4t\delta, 2\delta)$ and $\mathrm{d}g/\mathrm{d}t = (-4\delta, 0)$.

## Chain rule along the curve, and isolation when $\det H \neq 0$

Write a displacement as $v = \sum_j v_j e_j$ in coordinate unit vectors $e_j$. The derivative of $V$ is linear in $v$, so

$$\mathrm{d}V(x)[v] = \sum_j v_j\,\partial_j V(x) = g(x)\cdot v. \tag{1}$$

If $V$ is $C^2$ at $x$, each $g_i$ is differentiable there, and (1) applied to $g_i$ gives $\mathrm{d}g_i(x)[v] = \sum_j H_{ij} v_j$, that is

$$g(x+v) = g(x) + H(x)\,v + o(\|v\|). \tag{2}$$

The chain rule along any curve differentiable at $t$, stationary or not, turns (1) and (2) into

$$\frac{\mathrm d}{\mathrm dt} V(c(t)) = g(c(t))\cdot c'(t), \qquad \frac{\mathrm d}{\mathrm dt}\, g(c(t)) = H(c(t))\,c'(t). \tag{3}$$

Suppose $g(c(s)) = 0$ for all $s$ near $t$. The function $s \mapsto g(c(s))$ then agrees with zero near $t$, its derivative is zero, and the second equation of (3) gives $Hc' = 0$. If $g(c(u)) = 0$ for all $u \in (a,b)$, the first equation gives zero energy rate throughout, and the mean value inequality $|V(c(s)) - V(c(t))| \le C\,|s-t|$, with $C$ a bound on the rate, holds with $C = 0$. A square matrix has a nonzero null vector exactly when its determinant vanishes, which gives the third statement.

For the continuous case let $g(x) = 0$ and $\det H \neq 0$, with $H = H(x)$. Multiply (2) by $H^{-1}$ and put $z = x + v$:

$$H^{-1} g(z) = (z - x) + r(z), \qquad r(z) = o(\|z-x\|). \tag{4}$$

In some neighbourhood of $x$, $\|r(z)\| \le \tfrac12 \|z-x\|$. If $g(z) = 0$ there, then $r(z) = -(z-x)$, so $\|z-x\| \le \tfrac12\|z-x\|$ and $z = x$. The stationary point is isolated. Now take $x = c(t)$ with $c$ continuous at $t$. For $s$ near $t$ the point $c(s)$ lies in that neighbourhood and is stationary, so $c(s) = c(t)$. A family that is not constant near $t$ therefore has $\det H(c(t)) = 0$.

## Gradient, Hessian and curves in Lean

```lean
import Mathlib

open Matrix Filter Topology Set

namespace EquilibriumFamilyZeroModes

noncomputable section

variable {ι : Type*} [Fintype ι] [DecidableEq ι]

/-- The gradient of the potential: component `i` is the partial derivative `∂V/∂x_i`. -/
def grad (V : (ι → ℝ) → ℝ) (x : ι → ℝ) : ι → ℝ :=
  fun i => fderiv ℝ V x (Pi.single i 1)

/-- The Hessian (force-constant matrix): entry `(i, j)` is `∂/∂x_j` of `∂V/∂x_i`. -/
def hessian (V : (ι → ℝ) → ℝ) (x : ι → ℝ) : Matrix ι ι ℝ :=
  Matrix.of fun i j => fderiv ℝ (fun y => grad V y i) x (Pi.single j 1)

/-- A square matrix regarded as a continuous linear map on displacements. -/
def matMap (A : Matrix ι ι ℝ) : (ι → ℝ) →L[ℝ] (ι → ℝ) :=
  LinearMap.toContinuousLinearMap (Matrix.toLin' A)

/-- The map of a matrix acts on a displacement by the matrix-vector product. -/
theorem matMap_apply (A : Matrix ι ι ℝ) (v : ι → ℝ) : matMap A v = A *ᵥ v := by
  simp [matMap]

/-- The derivative of `V` along a displacement `v` is the scalar product of the gradient
with `v`. -/
theorem deriv_eq_grad_dot {V : (ι → ℝ) → ℝ} {L : (ι → ℝ) →L[ℝ] ℝ} {x : ι → ℝ}
    (h : HasFDerivAt V L x) (v : ι → ℝ) : L v = grad V x ⬝ᵥ v := by
  -- expand the displacement in coordinate directions
  have hv : v = ∑ j, v j • (Pi.single j 1 : ι → ℝ) := by
    ext i
    simp [Finset.sum_apply, Pi.single_apply]
  simp only [grad, dotProduct, h.fderiv]
  conv_lhs => rw [hv]
  simp [map_sum, mul_comm]

/-- Where `V` is twice continuously differentiable, the gradient field is differentiable
and its derivative is `v ↦ H v`. -/
theorem hasFDerivAt_grad {V : (ι → ℝ) → ℝ} {x : ι → ℝ} (hV : ContDiffAt ℝ 2 V x) :
    HasFDerivAt (grad V) (matMap (hessian V x)) x := by
  have h1 : ContDiffAt ℝ 1 (fderiv ℝ V) x :=
    hV.fderiv_right (m := 1) (le_of_eq one_add_one_eq_two)
  have h2 : DifferentiableAt ℝ (fderiv ℝ V) x := h1.differentiableAt (by norm_num)
  rw [hasFDerivAt_pi']
  intro i
  have h3 : DifferentiableAt ℝ (fun y => grad V y i) x :=
    h2.clm_apply (differentiableAt_const _)
  have hd := h3.hasFDerivAt
  refine hd.congr_fderiv (ContinuousLinearMap.ext fun v => ?_)
  -- row `i` of the Hessian is the gradient of the `i`-th gradient component
  rw [deriv_eq_grad_dot hd v]
  show _ = matMap (hessian V x) v i
  rw [matMap_apply]
  rfl

/-- Along a curve `c` with tangent `v` at `t`, and `V` differentiable at `c t`, the energy changes
at the rate `∇V · v`. -/
theorem energy_rate {V : (ι → ℝ) → ℝ} {c : ℝ → ι → ℝ} {v : ι → ℝ} {t : ℝ}
    (hV : DifferentiableAt ℝ V (c t)) (hc : HasDerivAt c v t) :
    HasDerivAt (fun s => V (c s)) (grad V (c t) ⬝ᵥ v) t := by
  have h := hV.hasFDerivAt.comp_hasDerivAt t hc
  rw [deriv_eq_grad_dot hV.hasFDerivAt v] at h
  exact h

/-- Along a curve `c` with tangent `v` at `t`, and `V` twice continuously differentiable at `c t`,
the gradient changes at the rate `H v`. -/
theorem grad_rate {V : (ι → ℝ) → ℝ} {c : ℝ → ι → ℝ} {v : ι → ℝ} {t : ℝ}
    (hV : ContDiffAt ℝ 2 V (c t)) (hc : HasDerivAt c v t) :
    HasDerivAt (fun s => grad V (c s)) (hessian V (c t) *ᵥ v) t := by
  have h := (hasFDerivAt_grad hV).comp_hasDerivAt t hc
  rw [matMap_apply] at h
  exact h

/-- If `V` is twice continuously differentiable at `c t`, `c` has tangent `v` at `t`, and the points
`c s` are stationary for all `s` near `t`, the Hessian at `c t` annihilates the tangent of the curve
at `t`. -/
theorem hessian_mulVec_tangent {V : (ι → ℝ) → ℝ} {c : ℝ → ι → ℝ} {v : ι → ℝ} {t : ℝ}
    (hV : ContDiffAt ℝ 2 V (c t)) (hc : HasDerivAt c v t)
    (hst : ∀ᶠ s in 𝓝 t, grad V (c s) = 0) : hessian V (c t) *ᵥ v = 0 := by
  -- the gradient vanishes identically near `t`, hence so does its rate of change
  have h0 : HasDerivAt (fun s => grad V (c s)) 0 t :=
    (hasDerivAt_const t (0 : ι → ℝ)).congr_of_eventuallyEq hst
  exact (grad_rate hV hc).unique h0

/-- For a differentiable curve of stationary points on an open interval, with `V` twice continuously
differentiable at each point of the curve, the energy is constant along the curve, the Hessian
annihilates the tangent at every point, and the Hessian has zero determinant wherever the tangent is
nonzero. -/
theorem curve_of_equilibria {V : (ι → ℝ) → ℝ} {c c' : ℝ → ι → ℝ} {a b : ℝ}
    (hV : ∀ t ∈ Ioo a b, ContDiffAt ℝ 2 V (c t))
    (hc : ∀ t ∈ Ioo a b, HasDerivAt c (c' t) t)
    (hst : ∀ t ∈ Ioo a b, grad V (c t) = 0) :
    (∀ s ∈ Ioo a b, ∀ t ∈ Ioo a b, V (c s) = V (c t)) ∧
    (∀ t ∈ Ioo a b, hessian V (c t) *ᵥ c' t = 0) ∧
    (∀ t ∈ Ioo a b, c' t ≠ 0 → (hessian V (c t)).det = 0) := by
  have hzero : ∀ t ∈ Ioo a b, hessian V (c t) *ᵥ c' t = 0 := fun t ht =>
    hessian_mulVec_tangent (hV t ht) (hc t ht)
      (Filter.mem_of_superset (isOpen_Ioo.mem_nhds ht) fun s hs => hst s hs)
  refine ⟨fun s hs t ht => ?_, hzero, fun t ht hne =>
    Matrix.exists_mulVec_eq_zero_iff.mp ⟨c' t, hne, hzero t ht⟩⟩
  -- the energy has zero rate of change on the whole interval
  have hrate : ∀ u ∈ Ioo a b,
      HasDerivWithinAt (fun r => V (c r)) ((fun _ => (0 : ℝ)) u) (Ioo a b) u := by
    intro u hu
    have h := energy_rate ((hV u hu).differentiableAt (by norm_num)) (hc u hu)
    rw [hst u hu, zero_dotProduct] at h
    exact h.hasDerivWithinAt
  have hb := Convex.norm_image_sub_le_of_norm_hasDerivWithin_le (C := 0) hrate
    (fun _ _ => by simp) (convex_Ioo a b) ht hs
  rw [zero_mul] at hb
  exact sub_eq_zero.mp (norm_le_zero_iff.mp hb)

/-- A stationary point at which `V` is twice continuously differentiable and whose Hessian has
nonzero determinant is isolated: no other point of some neighbourhood is stationary. -/
theorem stationary_isolated {V : (ι → ℝ) → ℝ} {x : ι → ℝ} (hV : ContDiffAt ℝ 2 V x)
    (hx : grad V x = 0) (hdet : (hessian V x).det ≠ 0) :
    ∀ᶠ z in 𝓝 x, grad V z = 0 → z = x := by
  have hu : IsUnit (hessian V x).det := isUnit_iff_ne_zero.mpr hdet
  have hL : (matMap (hessian V x)⁻¹).comp (matMap (hessian V x))
      = ContinuousLinearMap.id ℝ (ι → ℝ) :=
    ContinuousLinearMap.ext fun w => by
      simp [matMap_apply, Matrix.mulVec_mulVec, Matrix.nonsing_inv_mul _ hu]
  -- `H⁻¹ ∇V(z) = (z - x) + o(z - x)`
  have h1 : HasFDerivAt (matMap (hessian V x)⁻¹ ∘ grad V)
      ((matMap (hessian V x)⁻¹).comp (matMap (hessian V x))) x :=
    (matMap (hessian V x)⁻¹).hasFDerivAt.comp x (hasFDerivAt_grad hV)
  rw [hL] at h1
  have h2 : (fun z => (matMap (hessian V x)⁻¹ ∘ grad V) z
      - (matMap (hessian V x)⁻¹ ∘ grad V) x - (z - x)) =o[𝓝 x] fun z => z - x := by
    exact h1.isLittleO
  filter_upwards [h2.def (by norm_num : (0 : ℝ) < 1 / 2)] with z hz hz0
  simp only [Function.comp_apply, hz0, hx, map_zero, sub_zero, zero_sub, norm_neg] at hz
  have hn : ‖z - x‖ ≤ 0 := by linarith
  exact sub_eq_zero.mp (norm_le_zero_iff.mp hn)

/-- If `V` is twice continuously differentiable at `c t`, and `c` is continuous at `t`, consists of
stationary points near `t` and is not constant near `t`, then the Hessian at `c t` annihilates a
nonzero displacement. -/
theorem zero_mode_of_continuous_family {V : (ι → ℝ) → ℝ} {c : ℝ → ι → ℝ} {t : ℝ}
    (hV : ContDiffAt ℝ 2 V (c t)) (hc : ContinuousAt c t)
    (hst : ∀ᶠ s in 𝓝 t, grad V (c s) = 0) (hmove : ∃ᶠ s in 𝓝 t, c s ≠ c t) :
    ∃ v ≠ 0, hessian V (c t) *ᵥ v = 0 := by
  apply Matrix.exists_mulVec_eq_zero_iff.mpr
  by_contra hdet
  -- otherwise `c t` is isolated and the family cannot move
  have h := hc.tendsto.eventually (stationary_isolated hV hst.self_of_nhds hdet)
  refine hmove ?_
  filter_upwards [h, hst] with s h1 h2
  exact fun hne => hne (h1 h2)

/-- The curved valley potential `V(x, y) = (y - x²)²`. -/
def valley (x : Fin 2 → ℝ) : ℝ := (x 1 - x 0 ^ 2) ^ 2

/-- The parabola `c(t) = (t, t²)`. -/
def valleyFloor (t : ℝ) : Fin 2 → ℝ := ![t, t ^ 2]

/-- The valley potential is twice continuously differentiable, the parabola is a curve of
its stationary points with nonzero tangent `(1, 2t)`, and the Hessian annihilates this
tangent. -/
theorem curve_of_equilibria_witness (t : ℝ) :
    ContDiff ℝ 2 valley ∧ HasDerivAt valleyFloor ![1, 2 * t] t ∧
    grad valley (valleyFloor t) = 0 ∧ (![1, 2 * t] : Fin 2 → ℝ) ≠ 0 ∧
    hessian valley (valleyFloor t) *ᵥ ![1, 2 * t] = 0 := by
  have hV : ContDiff ℝ 2 valley := by
    unfold valley
    fun_prop
  have hc : HasDerivAt valleyFloor ![1, 2 * t] t := by
    have h2 : HasDerivAt (fun s : ℝ => s ^ 2) (2 * t) t := by
      simpa using hasDerivAt_pow 2 t
    rw [hasDerivAt_pi, Fin.forall_fin_two]
    exact ⟨hasDerivAt_id' t, h2⟩
  -- every point of the parabola is a minimum
  have hst : ∀ s, grad valley (valleyFloor s) = 0 := by
    intro s
    have h0 : valley (valleyFloor s) = 0 := by simp [valley, valleyFloor]
    have hmin : IsLocalMin valley (valleyFloor s) :=
      Filter.Eventually.of_forall fun y => by
        show valley (valleyFloor s) ≤ valley y
        rw [h0]
        exact sq_nonneg _
    ext i
    simp [grad, hmin.fderiv_eq_zero]
  refine ⟨hV, hc, hst t, fun h => ?_,
    hessian_mulVec_tangent hV.contDiffAt hc (Filter.Eventually.of_forall hst)⟩
  simpa using congrFun h 0

end

end EquilibriumFamilyZeroModes
```

```lean
#print axioms EquilibriumFamilyZeroModes.curve_of_equilibria
-- 'EquilibriumFamilyZeroModes.curve_of_equilibria' depends on axioms: [propext, Classical.choice, Quot.sound]
#print axioms EquilibriumFamilyZeroModes.zero_mode_of_continuous_family
-- 'EquilibriumFamilyZeroModes.zero_mode_of_continuous_family' depends on axioms: [propext, Classical.choice, Quot.sound]
```

Configuration space is `ι → ℝ` for a finite index type `ι`, for instance the $3N$ Cartesian components of $N$ atoms. The unit vector $e_i$ is `Pi.single i 1`, `grad V x` is $g(x)$, and `hessian V x` has entry $(i,j)$ equal to $\partial_j \partial_i V$. The products `*ᵥ` and `⬝ᵥ` are the plain matrix–vector and scalar products, with no masses and no metric. The norm on `ι → ℝ` is the maximum norm, in which the estimate after (4) is carried out. Mathlib's `fderiv` returns zero where a function is not differentiable, and `ContDiffAt ℝ 2 V (c t)`, which makes $V$ smooth enough in a neighbourhood of the point, keeps that case away from the curve.

In `curve_of_equilibria`, `Ioo a b` is the open interval, `hV` is the $C^2$ condition at points of the curve only, `hc` says that `c' t` is the derivative of `c` at `t`, and `hst` is stationarity. No continuity of `c'` is required, and tangents are not normalised. In `zero_mode_of_continuous_family`, `∀ᶠ s in 𝓝 t` reads "for all $s$ in some neighbourhood of $t$", including $t$ itself, and `hmove` with `∃ᶠ s in 𝓝 t` says that every neighbourhood of $t$ contains an $s$ with $c(s) \neq c(t)$. With one coordinate the determinant statement reads $V''(c(t)) = 0$. With no coordinates the curve cannot move, so `hmove` and `c' t ≠ 0` are never met.

The lemmas follow the numbered equations. `matMap` presents a matrix as the linear map $v \mapsto Av$, the form in which derivatives are expressed, and `matMap_apply` records its action. `deriv_eq_grad_dot` is (1): `hv` expands $v$ in unit vectors and `map_sum` uses linearity. `hasFDerivAt_grad` is (2): `hV.fderiv_right` gives differentiability of the first derivative, `hasFDerivAt_pi'` splits the claim into components, and (1) identifies row $i$ of the Hessian with the gradient of $g_i$. `energy_rate` and `grad_rate` are the two equations (3), both through `comp_hasDerivAt`.

`hessian_mulVec_tangent` gives $s \mapsto g(c(s))$ two derivatives at $t$, zero in `h0` and $Hc'$ from `grad_rate`, and `unique` equates them. `curve_of_equilibria` applies this at each $t$, where openness of the interval supplies the neighbourhood. It gets the determinant from `Matrix.exists_mulVec_eq_zero_iff` and the constant energy from the mean value inequality with `C := 0`. In `stationary_isolated`, `hL` is $H^{-1}H = 1$, `h2` is (4), `h2.def` extracts the factor $\tfrac12$, and `linarith` closes $\|z-x\| \le 0$. The continuous theorem assumes a nonzero determinant, carries isolation back to the parameter with `hc.tendsto.eventually`, and contradicts `hmove`.

`curve_of_equilibria_witness` treats the valley for every real $t$, with `x 0` and `x 1` as $x_0$ and $x_1$. It shows that `valley` is $C^2$, that `valleyFloor` has tangent `![1, 2 * t]`, which is nonzero, that the floor is stationary, and that the Hessian annihilates the tangent. Stationarity comes from $V \ge 0 = V(c(t))$ through `hmin.fderiv_eq_zero`, and no Hessian entry is ever computed.

## Exact stationarity, one parameter, one null vector

The theorems concern exact real arithmetic, exact derivatives and an exactly vanishing gradient. They give no bound on the smallest eigenvalue in terms of a residual force, a finite-difference step or an integration grid. What holds away from stationarity is `grad_rate`: along any differentiable curve, at a point where $V$ is $C^2$, $Hc'$ equals the rate of change of the gradient.

Stationarity along the curve is a hypothesis. No symmetry group appears in the file, so the step from invariance of $V$ to a family of equilibria must be supplied for each application. The family has a single real parameter. Several curves through one point give several null vectors, but their independence, and any count of rigid-body modes, is not addressed. Symmetry of $H$ is neither used nor stated, and nothing is said about the signs of the remaining eigenvalues.

The continuous theorem yields a null vector at the single point $c(t)$. It does not relate that vector to the direction in which the family moves, and it does not state that the energy is constant. No converse is claimed either, and none holds: $V(x) = x^4$ has $V''(0) = 0$ at an isolated stationary point, so a zero eigenvalue in an output file does not by itself indicate a family of equilibria. The explicit matrices, eigenvalues and side examples given here, and the statements about molecules, rest on ordinary arithmetic and argument rather than on the kernel check.
